# The matrix Q = (X + m)/√(tr X + 2m) satisfies det Q = m and QQ† = X for a positive definite momentum bispinor X with det X = m² and m > 0

A massive particle's momentum can be written as a 2×2 complex matrix X, its momentum bispinor, whose determinant is the squared mass. The theorem takes X positive definite with det X = m² and m > 0, and states that the matrix Q = (X + m·1)/√(tr X + 2m) has determinant m and satisfies QQ† = X. The proof first shows that Q is Hermitian, so that QQ† = Q². It then uses the identities (X + m)² = (tr X + 2m)X and det(X + m) = m(tr X + 2m), in which the factor tr X + 2m cancels against the square of the prefactor.

As first written in Lean, the proof fails:

```lean
import Mathlib

open Matrix
open scoped ComplexOrder

namespace MassiveSpinorHelicity

noncomputable section

/-- `Q` is a massive spinor matrix for the momentum bispinor `X` and mass `m`:
`det Q = m` and `Q Q† = X`. -/
def IsMassiveSpinor (m : ℝ) (X Q : Matrix (Fin 2) (Fin 2) ℂ) : Prop :=
  Q.det = (m : ℂ) ∧ Q * Qᴴ = X

/-- The canonical spinor matrix `(X + m) / √(tr X + 2m)` of a momentum bispinor `X`. -/
def canonicalSpinor (m : ℝ) (X : Matrix (Fin 2) (Fin 2) ℂ) : Matrix (Fin 2) (Fin 2) ℂ :=
  (((Real.sqrt (X.trace.re + 2 * m))⁻¹ : ℝ) : ℂ) • (X + (m : ℂ) • 1)

/-- If `det X = μ²`, then `(X + μ)² = (tr X + 2μ) X`. -/
theorem add_mass_sq {X : Matrix (Fin 2) (Fin 2) ℂ} {μ : ℂ} (h : X.det = μ ^ 2) :
    (X + μ • 1) * (X + μ • 1) = (X.trace + 2 * μ) • X := by
  rw [Matrix.det_fin_two] at h
  ext i j
  fin_cases i <;> fin_cases j <;>
    simp [Matrix.mul_apply, Fin.sum_univ_two, Matrix.trace_fin_two] <;>
    first
      | ring1
      | linear_combination (-1 : ℂ) * h

/-- If `det X = μ²`, then `det (X + μ) = μ (tr X + 2μ)`. -/
theorem det_add_mass {X : Matrix (Fin 2) (Fin 2) ℂ} {μ : ℂ} (h : X.det = μ ^ 2) :
    (X + μ • 1).det = μ * (X.trace + 2 * μ) := by
  rw [Matrix.det_fin_two] at h
  simp [Matrix.det_fin_two, Matrix.trace_fin_two]
  linear_combination h

/-- The trace of a positive definite momentum bispinor is real and positive. -/
theorem trace_real_pos {X : Matrix (Fin 2) (Fin 2) ℂ} (hX : X.PosDef) :
    0 < X.trace.re ∧ X.trace = (X.trace.re : ℂ) := by
  -- test positivity on the two basis spinors
  have h0 : 0 < X 0 0 := by
    have h := hX.dotProduct_mulVec_pos (x := ![1, 0])
      (fun h => by simpa using congrFun h 0)
    simpa [Matrix.mulVec, dotProduct, Fin.sum_univ_two] using h
  have h1 : 0 < X 1 1 := by
    have h := hX.dotProduct_mulVec_pos (x := ![0, 1])
      (fun h => by simpa using congrFun h 1)
    simpa [Matrix.mulVec, dotProduct, Fin.sum_univ_two] using h
  rw [Complex.lt_def] at h0 h1
  simp only [Complex.zero_re, Complex.zero_im] at h0 h1
  constructor
  · rw [Matrix.trace_fin_two, Complex.add_re]
    linarith [h0.1, h1.1]
  · apply Complex.ext
    · rw [Complex.ofReal_re]
    · rw [Complex.ofReal_im, Matrix.trace_fin_two, Complex.add_im, ← h0.2, ← h1.2, add_zero]

/-- For a positive definite `X` with `det X = m²` and `m > 0`, the canonical spinor matrix
has determinant `m` and satisfies `Q Q† = X`. -/
theorem canonicalSpinor_isMassiveSpinor {m : ℝ} (hm : 0 < m)
    {X : Matrix (Fin 2) (Fin 2) ℂ} (hX : X.PosDef) (hdet : X.det = (m : ℂ) ^ 2) :
    IsMassiveSpinor m X (canonicalSpinor m X) := by
  obtain ⟨hpos, htr⟩ := trace_real_pos hX
  have ha : 0 < X.trace.re + 2 * m := by linarith
  -- the normalisation: the prefactor squared cancels `tr X + 2m`
  have hreal : (Real.sqrt (X.trace.re + 2 * m))⁻¹ * (Real.sqrt (X.trace.re + 2 * m))⁻¹
      * (X.trace.re + 2 * m) = 1 := by
    rw [← mul_inv, Real.mul_self_sqrt ha.le]
    exact inv_mul_cancel₀ ha.ne'
  have h2 : X.trace + 2 * (m : ℂ) = ((X.trace.re + 2 * m : ℝ) : ℂ) := by
    push_cast
    linear_combination htr
  have hc : (((Real.sqrt (X.trace.re + 2 * m))⁻¹ : ℝ) : ℂ)
      * (((Real.sqrt (X.trace.re + 2 * m))⁻¹ : ℝ) : ℂ) * (X.trace + 2 * (m : ℂ)) = 1 := by
    rw [h2, ← Complex.ofReal_mul, ← Complex.ofReal_mul, hreal, Complex.ofReal_one]
  have hherm : (canonicalSpinor m X)ᴴ = canonicalSpinor m X := by
    unfold canonicalSpinor
    rw [Matrix.conjTranspose_smul, Matrix.conjTranspose_add, Matrix.conjTranspose_smul,
      Matrix.conjTranspose_one, hX.isHermitian.eq, Complex.star_def, Complex.conj_ofReal,
      Complex.star_def, Complex.conj_ofReal]
  constructor
  · unfold canonicalSpinor
    rw [Matrix.det_smul, Fintype.card_fin, det_add_mass hdet]
    linear_combination (m : ℂ) * hc
  · rw [hherm]
    unfold canonicalSpinor
    rw [Matrix.smul_mul, Matrix.mul_smul, add_mass_sq hdet, smul_smul, smul_smul, hc, one_smul]

end

end MassiveSpinorHelicity
```

The compiler's answer:

```
Main.lean:80:6: error: Tactic `rewrite` failed: Did not find an occurrence of the pattern
  star
in the target expression
  ↑(√(X.trace.re + 2 * m))⁻¹ • (X + (starRingEnd ℂ) ↑m • 1) = ↑(√(X.trace.re + 2 * m))⁻¹ • (X + ↑m • 1)

m : ℝ
hm : 0 < m
X : Matrix (Fin 2) (Fin 2) ℂ
hX : X.PosDef
hdet : X.det = ↑m ^ 2
hpos : 0 < X.trace.re
htr : X.trace = ↑X.trace.re
ha : 0 < X.trace.re + 2 * m
hreal : (√(X.trace.re + 2 * m))⁻¹ * (√(X.trace.re + 2 * m))⁻¹ * (X.trace.re + 2 * m) = 1
h2 : X.trace + 2 * ↑m = ↑(X.trace.re + 2 * m)
hc : ↑(√(X.trace.re + 2 * m))⁻¹ * ↑(√(X.trace.re + 2 * m))⁻¹ * (X.trace + 2 * ↑m) = 1
⊢ ↑(√(X.trace.re + 2 * m))⁻¹ • (X + (starRingEnd ℂ) ↑m • 1) = ↑(√(X.trace.re + 2 * m))⁻¹ • (X + ↑m • 1)
```

Fix (accepted with no message):

```diff
@@ -78,5 +78,5 @@
     rw [Matrix.conjTranspose_smul, Matrix.conjTranspose_add, Matrix.conjTranspose_smul,
       Matrix.conjTranspose_one, hX.isHermitian.eq, Complex.star_def, Complex.conj_ofReal,
-      Complex.star_def, Complex.conj_ofReal]
+      Complex.conj_ofReal]
   constructor
   · unfold canonicalSpinor
```

Diagnosis. The error is in the proof that Q is Hermitian. After the conjugate transpose has been distributed, two real numbers stand under `star`: the prefactor and the mass `m`. The `rw` list treats them one after the other, with `Complex.star_def` and `Complex.conj_ofReal` for each.

But `Complex.star_def` equates the function `star` on ℂ, with no argument, to complex conjugation, `starRingEnd ℂ`. Its first use therefore rewrites both occurrences at once. The second use finds no `star` left, which is what the message reports: the goal shown already contains `(starRingEnd ℂ) ↑m`.

`Complex.conj_ofReal` behaves differently, because it has a real number as its argument. Its first use fixes that number as the prefactor and leaves the conjugate of `m` in place, so a second use is still needed. The repair deletes only the second `Complex.star_def`. The remaining `Complex.conj_ofReal` then turns the conjugate of `m` into `m`, the two sides become identical, and `rw` closes the goal by reflexivity.
